# Saturation field of $n \ge 2$ classical unit spins with equal antiferromagnetic coupling $J$ on every pair: $nJ$ for vector spins, $(n-1)J$ for collinear ones

A magnetic field applied to a cluster of antiferromagnetically coupled spins competes with the exchange, and once it is strong enough the state with every spin along the field has the lowest energy. Does a search that only compares spins pointing up or down find the correct value of that field?

In Lean 4 with Mathlib:

```lean
import Mathlib

open Matrix

namespace SaturationField

noncomputable section

/-- A configuration of `n` classical spins with three components each. -/
abbrev Config (n : ℕ) := Fin n → Fin 3 → ℝ

/-- The field direction `e_z`. -/
def up : Fin 3 → ℝ := ![0, 0, 1]

/-- The fully aligned state: every spin points along the field. -/
def aligned (n : ℕ) : Config n := fun _ => up

/-- Exchange energy `J` on every pair of spins, plus the Zeeman energy in a field `h` along `z`. -/
def energy {n : ℕ} (J h : ℝ) (S : Config n) : ℝ :=
  J * (∑ i, ∑ j with i < j, S i ⬝ᵥ S j) - h * (∑ i, S i 2)

/-- The total moment, the vector sum of all spins. -/
def moment {n : ℕ} (S : Config n) : Fin 3 → ℝ := ∑ i, S i

/-- States in which every spin is a unit vector. -/
def vectorStates (n : ℕ) : Set (Config n) := {S | ∀ i, S i ⬝ᵥ S i = 1}

/-- States in which every spin is `+e_z` or `-e_z`. -/
def collinearStates (n : ℕ) : Set (Config n) := {S | ∀ i, S i = up ∨ S i = -up}

/-- `S` belongs to the class `A` and has the lowest energy in it. -/
def IsGroundIn {n : ℕ} (A : Set (Config n)) (J h : ℝ) (S : Config n) : Prop :=
  S ∈ A ∧ ∀ T ∈ A, energy J h S ≤ energy J h T

/-- The first two spins are `a` and `b`, all others point along the field. -/
def pairState (n : ℕ) (a b : Fin 3 → ℝ) : Config n := fun i =>
  if (i : ℕ) = 0 then a else if (i : ℕ) = 1 then b else up

/-- Two spins with `z` component `c` cant to opposite sides, all others point along the field.
The domain is `-1 ≤ c ≤ 1`. -/
def canted (n : ℕ) (c : ℝ) : Config n :=
  pairState n ![Real.sqrt (1 - c ^ 2), 0, c] ![-Real.sqrt (1 - c ^ 2), 0, c]

variable {n : ℕ}

/-- For unit spins the energy depends on the configuration only through the total moment. -/
theorem energy_eq_moment (J h : ℝ) {S : Config n} (hS : S ∈ vectorStates n) :
    energy J h S = J / 2 * (moment S ⬝ᵥ moment S - n) - h * moment S 2 := by
  have hu : ∀ i, S i ⬝ᵥ S i = 1 := hS
  have hM : moment S ⬝ᵥ moment S = ∑ i, ∑ j, S i ⬝ᵥ S j := by
    simp only [dotProduct, Fin.sum_univ_three, moment, Finset.sum_apply,
      Finset.sum_add_distrib, Finset.sum_mul_sum]
  have hlow : ∑ i, ∑ j with i < j, S i ⬝ᵥ S j = ∑ i, ∑ j with j < i, S i ⬝ᵥ S j := by
    simp only [Finset.sum_filter]
    rw [Finset.sum_comm]
    refine Finset.sum_congr rfl fun i _ => Finset.sum_congr rfl fun j _ => ?_
    rw [dotProduct_comm]
  -- split the double sum into the pairs i < j, the pairs j < i and the diagonal
  have hall : ∑ i, ∑ j, S i ⬝ᵥ S j = ∑ i, ((∑ j with i < j, S i ⬝ᵥ S j)
      + (∑ j with j < i, S i ⬝ᵥ S j) + S i ⬝ᵥ S i) := by
    refine Finset.sum_congr rfl fun i _ => ?_
    have hj : ∀ j, S i ⬝ᵥ S j = (if i < j then S i ⬝ᵥ S j else 0)
        + (if j < i then S i ⬝ᵥ S j else 0) + (if i = j then S i ⬝ᵥ S j else 0) := by
      intro j
      rcases lt_trichotomy i j with hij | hij | hij
      · simp [hij, not_lt_of_ge hij.le, hij.ne]
      · subst hij; simp
      · simp [hij, not_lt_of_ge hij.le, hij.ne']
    rw [Finset.sum_congr rfl fun j _ => hj j]
    simp only [Finset.sum_add_distrib, Finset.sum_filter, Finset.sum_ite_eq,
      Finset.mem_univ, if_true]
  have hdiag : ∑ i, S i ⬝ᵥ S i = (n : ℝ) := by simp [hu]
  have hz : moment S 2 = ∑ i, S i 2 := by simp [moment]
  rw [Finset.sum_add_distrib, Finset.sum_add_distrib, ← hlow, hdiag] at hall
  rw [hM, hall, hz, energy]
  ring

/-- Energy of a unit-spin state whose total moment is `m` along the field axis. -/
theorem energy_axial (J h : ℝ) {S : Config n} (hS : S ∈ vectorStates n) {m : ℝ}
    (hm : moment S = m • up) : energy J h S = J / 2 * (m ^ 2 - n) - h * m := by
  have h1 : (m • up) ⬝ᵥ (m • up) = m ^ 2 := by
    simp [up, dotProduct, Fin.sum_univ_three, sq]
  have h2 : (m • up) 2 = m := by simp [up]
  rw [energy_eq_moment J h hS, hm, h1, h2]

/-- Spins `±e_z` are unit vectors. -/
theorem collinear_subset : collinearStates n ⊆ vectorStates n := by
  intro T hT
  have key : ∀ i, T i ⬝ᵥ T i = 1 := by
    intro i
    rcases hT i with hi | hi <;> rw [hi] <;> simp [up, dotProduct, Fin.sum_univ_three]
  exact key

/-- The aligned state has energy `J n (n - 1) / 2 - h n`. -/
theorem energy_aligned (J h : ℝ) :
    energy J h (aligned n) = J / 2 * ((n : ℝ) ^ 2 - n) - h * n :=
  energy_axial J h (collinear_subset fun _ => Or.inl rfl) (by ext k; simp [moment])

/-- For `n ≥ 2` and unit vectors `a`, `b`, the pair state has unit spins and total moment
`a + b + (n - 2) e_z`. -/
theorem pairState_spec (hn : 2 ≤ n) {a b : Fin 3 → ℝ} (ha : a ⬝ᵥ a = 1) (hb : b ⬝ᵥ b = 1) :
    pairState n a b ∈ vectorStates n ∧
      moment (pairState n a b) = a + b + ((n : ℝ) - 2) • up := by
  constructor
  · have key : ∀ i, pairState n a b i ⬝ᵥ pairState n a b i = 1 := by
      intro i
      simp only [pairState]
      split_ifs
      exacts [ha, hb, by simp [up, dotProduct, Fin.sum_univ_three]]
    exact key
  · obtain ⟨k, rfl⟩ := Nat.exists_eq_add_of_le' hn
    ext x
    rw [moment, Finset.sum_apply, Fin.sum_univ_succ, Fin.sum_univ_succ]
    simp [pairState]
    ring

/-- For `J > 0` the aligned state lies no higher than any unit-spin state whose `z` moment `M`
satisfies `M ≤ n` and `J (M + n) ≤ 2 h`. -/
theorem aligned_le {J h : ℝ} (hJ : 0 < J) {T : Config n} (hT : T ∈ vectorStates n)
    (hz : moment T 2 ≤ n) (hh : J * (moment T 2 + n) ≤ 2 * h) :
    energy J h (aligned n) ≤ energy J h T := by
  rw [energy_aligned, energy_eq_moment J h hT]
  simp only [dotProduct, Fin.sum_univ_three]
  have h0 := mul_nonneg hJ.le (mul_self_nonneg (moment T 0))
  have h1 := mul_nonneg hJ.le (mul_self_nonneg (moment T 1))
  have h2 := mul_nonneg (sub_nonneg.2 hz) (sub_nonneg.2 hh)
  linarith

/-- Saturation of collinear spins: for `n ≥ 2` and `J > 0` the aligned state is a ground state
among the configurations of spins `±e_z` exactly when `h ≥ (n - 1) J`. -/
theorem aligned_collinear_ground_iff (hn : 2 ≤ n) {J h : ℝ} (hJ : 0 < J) :
    IsGroundIn (collinearStates n) J h (aligned n) ↔ ((n : ℝ) - 1) * J ≤ h := by
  have hup : up 2 = 1 := by simp [up]
  constructor
  · rintro ⟨_, hmin⟩
    -- compare with the state in which one spin is flipped
    have hT : ∀ i, pairState n (-up) up i = up ∨ pairState n (-up) up i = -up := by
      intro i
      simp only [pairState]
      split_ifs <;> simp
    have hm : moment (pairState n (-up) up) = ((n : ℝ) - 2) • up := by
      rw [(pairState_spec hn (by simp [up, dotProduct, Fin.sum_univ_three])
        (by simp [up, dotProduct, Fin.sum_univ_three])).2, neg_add_cancel, zero_add]
    have g := hmin _ hT
    rw [energy_aligned, energy_axial J h (collinear_subset hT) hm] at g
    linarith
  · intro hh
    refine ⟨fun _ => Or.inl rfl, fun T hT => ?_⟩
    by_cases hall : ∀ i, T i = up
    · rw [show T = aligned n from funext hall]
    · -- a reversed spin lowers the z moment by at least two
      obtain ⟨i₀, hi₀⟩ := not_forall.1 hall
      have hpos : ∀ i ∈ Finset.univ, 0 ≤ 1 - T i 2 := by
        intro i _
        rcases hT i with hi | hi <;> rw [hi] <;> norm_num [Pi.neg_apply, hup]
      have hs := Finset.single_le_sum hpos (Finset.mem_univ i₀)
      have h2 : T i₀ 2 = -1 := by rw [(hT i₀).resolve_left hi₀, Pi.neg_apply, hup]
      have hz : moment T 2 = ∑ i, T i 2 := by simp [moment]
      simp only [Finset.sum_sub_distrib, Finset.sum_const, Finset.card_univ, Fintype.card_fin,
        nsmul_eq_mul, mul_one, h2, ← hz] at hs
      have hz2 : moment T 2 ≤ n - 2 := by linarith
      exact aligned_le hJ (collinear_subset hT) (by linarith)
        (by nlinarith [mul_le_mul_of_nonneg_left hz2 hJ.le])

/-- For `n ≥ 2`, `J > 0` and `(n - 1) J ≤ h ≤ n J`, canting two unit spins to the `z` component
`(h / J - n + 2) / 2`, with all others along the field, lowers the energy of the aligned state by
`(n J - h)² / (2 J)`. -/
theorem canting_gain (hn : 2 ≤ n) {J h : ℝ} (hJ : 0 < J)
    (h0 : ((n : ℝ) - 1) * J ≤ h) (h1 : h ≤ n * J) :
    canted n ((h / J - n + 2) / 2) ∈ vectorStates n ∧
      energy J h (canted n ((h / J - n + 2) / 2))
        = energy J h (aligned n) - (n * J - h) ^ 2 / (2 * J) := by
  have m0 : (n : ℝ) - 1 ≤ h / J := (le_div_iff₀ hJ).2 h0
  have m1 : h / J ≤ n := (div_le_iff₀ hJ).2 h1
  obtain ⟨c, hc⟩ : ∃ c, c = (h / J - n + 2) / 2 := ⟨_, rfl⟩
  rw [← hc]
  have hc1 : c ^ 2 ≤ 1 := pow_le_one₀ (by linarith) (by linarith)
  have hs := Real.mul_self_sqrt (sub_nonneg.2 hc1)
  have hu := pairState_spec hn (a := ![Real.sqrt (1 - c ^ 2), 0, c])
    (b := ![-Real.sqrt (1 - c ^ 2), 0, c])
    (by simp only [dotProduct, Fin.sum_univ_three, Matrix.cons_val]; linear_combination hs)
    (by simp only [dotProduct, Fin.sum_univ_three, Matrix.cons_val]; linear_combination hs)
  -- the transverse components cancel and the total moment is h / J
  have hm : moment (canted n c) = (h / J) • up := by
    have hcm : h / J = n - 2 + 2 * c := by rw [hc]; ring
    rw [canted, hu.2, hcm]
    ext k
    fin_cases k <;> simp [up]
    ring
  have hmem : canted n c ∈ vectorStates n := hu.1
  refine ⟨hmem, ?_⟩
  rw [energy_axial J h hmem hm, energy_aligned]
  have hJ' : J ≠ 0 := hJ.ne'
  field_simp
  ring

/-- Saturation of vector spins: for `n ≥ 2` and `J > 0` the aligned state is a ground state among
all unit-vector configurations exactly when `h ≥ n J`. -/
theorem aligned_ground_iff (hn : 2 ≤ n) {J h : ℝ} (hJ : 0 < J) :
    IsGroundIn (vectorStates n) J h (aligned n) ↔ n * J ≤ h := by
  constructor
  · rintro ⟨_, hmin⟩
    by_contra hlt
    rw [not_le] at hlt
    -- stability against flips gives h ≥ (n - 1) J, and then canting lowers the energy
    have h0 := (aligned_collinear_ground_iff hn hJ).1
      ⟨fun _ => Or.inl rfl, fun T hT => hmin T (collinear_subset hT)⟩
    obtain ⟨hc, he⟩ := canting_gain hn hJ h0 hlt.le
    have g := hmin _ hc
    have hp : 0 < (n * J - h) ^ 2 / (2 * J) :=
      div_pos (pow_pos (sub_pos.2 hlt) 2) (by linarith)
    linarith
  · intro hh
    refine ⟨collinear_subset fun _ => Or.inl rfl, fun T hT => ?_⟩
    have hz : moment T 2 ≤ n := by
      have hle : ∑ i, T i 2 ≤ ∑ _i : Fin n, (1 : ℝ) := by
        refine Finset.sum_le_sum fun i _ => ?_
        have hu : T i ⬝ᵥ T i = 1 := hT i
        simp only [dotProduct, Fin.sum_univ_three] at hu
        nlinarith [mul_self_nonneg (T i 0), mul_self_nonneg (T i 1)]
      simpa [moment] using hle
    exact aligned_le hJ hT hz (by nlinarith [mul_le_mul_of_nonneg_left hz hJ.le])

end

end SaturationField
```

```lean
#print axioms SaturationField.pairState_spec
-- 'SaturationField.pairState_spec' depends on axioms: [propext, Classical.choice, Quot.sound]
#print axioms SaturationField.aligned_ground_iff
-- 'SaturationField.aligned_ground_iff' depends on axioms: [propext, Classical.choice, Quot.sound]
```

## Two thresholds that differ by $J$

Let $S_i$, with $i = 0, \dots, n-1$, be classical spins with components $S_{i,0}, S_{i,1}, S_{i,2}$, the last one along the field direction $e_z$. The energy is

$$E(S) = J\sum_{i<j} S_i\cdot S_j - h\sum_i S_{i,2}.$$

The theorem `aligned_ground_iff` says that for $n \ge 2$ and $J > 0$ the aligned state has the lowest energy among all configurations of unit vectors exactly when $h \ge nJ$. The theorem `aligned_collinear_ground_iff` says that among configurations of spins $\pm e_z$ it has the lowest energy exactly when $h \ge (n-1)J$.

The collinear search therefore places saturation too low by $J$. For two spins it finds half the correct field, $J$ instead of $2J$.

The theorem `canting_gain` measures the error inside the window $(n-1)J \le h \le nJ$. It gives a state of unit spins whose energy lies below that of the aligned state by $(nJ-h)^2/(2J)$. This vanishes at the upper end and equals $J/2$ at the lower end.

For simulation practice with this classical model of equal pair couplings, the consequence is that comparing only up and down configurations can report a saturated ground state where a non-collinear state is lower.

## The cluster and its conventions

A `Config n` assigns three real components to each of $n$ spins. The set `vectorStates n` requires $S_i \cdot S_i = 1$ for every spin, and `collinearStates n` requires each spin to be `up` or `-up`, where `up` is $e_z$. The predicate `IsGroundIn A J h S` says that $S$ belongs to the class $A$ and that no member of $A$ has lower energy. Ties are allowed, so each threshold field itself counts as saturated.

In `energy`, the filter `i < j` counts each pair once. If the exchange sum counted each pair twice with the same $J$, both thresholds would double. The spin length is one, and the magnetic moment per spin is absorbed into $h$, which is thus an energy. Positive $J$ means antiferromagnetic exchange: it penalises parallel spins. The field $h$ may be any real number, since the thresholds themselves force it to be positive.

Every pair has the same coupling, as in a dimer, an equilateral triangle or a regular tetrahedron with equivalent bonds. A larger lattice with only nearest-neighbour bonds is a different model. Quantum fluctuations, temperature and anisotropy are absent. A single spin has to be excluded from the vector theorem: without a partner, its aligned state is a ground state for every $h \ge 0$, not only for $h \ge J$.

## Only the total moment matters

Let $M = \sum_i S_i$, which is `moment S`. Expanding its square and separating the diagonal from the pairs gives, for unit spins,

$$M\cdot M = \sum_{i,j} S_i\cdot S_j = n + 2\sum_{i<j} S_i\cdot S_j .$$

Solving for the pair sum turns the energy into

$$E = \frac J2\,(M\cdot M - n) - hM_2 .$$

This is `energy_eq_moment`. In its proof, `lt_trichotomy` splits the double sum into $i<j$, $j<i$ and $i=j$; `Finset.sum_comm` and `dotProduct_comm` show that the first two parts are equal. The lemma `energy_axial` specialises the formula to $M = m\,e_z$, and `energy_aligned` takes $m = n$:

$$E_{\rm al} = \frac J2\,(n^2-n) - hn .$$

Subtracting this from the energy of any unit-spin state $T$ with moment $M$, and factoring $M_2^2 - n^2$, yields

$$E(T) - E_{\rm al} = \frac J2\,(M_0^2 + M_1^2) + \frac12\,(n - M_2)\,\bigl[2h - J(M_2+n)\bigr].$$

The first term is never negative. The second is non-negative when $M_2 \le n$ and $J(M_2+n) \le 2h$. This is `aligned_le`: its proof forms the three non-negative products `h0`, `h1` and `h2` that appear in the identity, and `linarith` adds them up. Both sufficiency arguments use this lemma and differ only in how large $M_2$ can be.

## Up and down spins: the cost of one flip

Suppose $h \ge (n-1)J$ and take a collinear state other than the aligned one. At least one spin points down. Each quantity $1 - T_{i,2}$ is $0$ or $2$, so their sum $n - M_2$ is at least $2$. Hence $M_2 \le n-2$ and

$$J(M_2+n) \le 2(n-1)J \le 2h,$$

so the aligned state lies no higher. In the code, `Finset.single_le_sum` provides the bound of the sum by the contribution of the reversed spin.

For the converse, reverse spin $0$ and leave the others up. The moment is $(n-2)e_z$, and the energy difference becomes

$$E_{\rm flip} - E_{\rm al} = 2\,[h - (n-1)J].$$

If the aligned state is a collinear ground state, this cannot be negative, which gives $h \ge (n-1)J$. The flipped state is `pairState n (-up) up`. The lemma `pairState_spec` supplies its moment: when spins $0$ and $1$ are unit vectors $a$ and $b$ and all others point up, the total is $a + b + (n-2)e_z$.

## Vector spins: canting two of them

A flip changes the moment along the field by $2$, whereas vector spins can change it continuously. Tilt spins $0$ and $1$ to opposite sides:

$$S_0 = (\sqrt{1-c^2},\,0,\,c), \qquad S_1 = (-\sqrt{1-c^2},\,0,\,c).$$

The transverse components cancel, and the moment is $m\,e_z$ with $m = n-2+2c$. As a function of $m$, the energy is the parabola $\frac J2(m^2-n) - hm$, with its minimum at $m = h/J$. Reaching that moment requires

$$c = \frac{h/J - n + 2}{2}.$$

For $(n-1)J \le h \le nJ$ this lies between $\tfrac12$ and $1$, so the two spins are genuine unit vectors. Inserting $M_2 = h/J$ into the energy difference gives

$$E_{\rm cant} - E_{\rm al} = \frac12\left(n - \frac hJ\right)(h - nJ) = -\frac{(nJ-h)^2}{2J}.$$

This is `canting_gain`. Its proof first derives $c^2 \le 1$ from the two bounds on $h$, then uses `Real.mul_self_sqrt` to confirm the unit length. A check of the three components gives the moment, and `field_simp` with `ring` completes the energy algebra.

The necessity half of `aligned_ground_iff` combines the two moves. Suppose the aligned state is a ground state among all unit-vector configurations, but $h < nJ$. Collinear states are unit-vector states by `collinear_subset`, so the aligned state is also a collinear ground state, and therefore $h \ge (n-1)J$. The field now lies in the window where canting applies, and the gain is strictly positive because $h < nJ$. The canted state is lower, a contradiction.

For sufficiency, let $h \ge nJ$. A unit vector has $T_{i,2} \le 1$, since the squares of its components sum to one. Summing over the spins gives $M_2 \le n$, hence $J(M_2+n) \le 2nJ \le 2h$, and `aligned_le` shows that no unit-vector configuration lies below the aligned state.
